# Newton iteration converges to the unitary polar factor of an invertible complex matrix

Let $A$ be an invertible complex $n\times n$ matrix, and set

$$X_0=A,\qquad X_{k+1}=\tfrac12\left(X_k+(X_k^{\mathrm H})^{-1}\right),\qquad Z_k=X_k^{\mathrm H}X_k .$$

Then every $X_k$ is invertible, the matrices $Z_k$ satisfy

$$Z_{k+1}-1=\tfrac14\,(Z_k-1)^2Z_k^{-1},$$

and $X_k\to A(A^{\mathrm H}A)^{-1/2}$, a matrix with orthonormal columns.

If the columns of $A$ are the coefficients of $n$ linearly independent orbitals in an orthonormal basis of the space they span, $Z_0$ is their overlap matrix and the limit is their Löwdin (symmetric) orthogonalisation. This holds for square matrices in exact arithmetic; rectangular coefficient matrices and rounding errors are not treated.

## The iteration and its limit as definitions

The rows and columns are labelled by a finite type `n`.

```lean
import Mathlib

open Matrix Filter Topology
open scoped ComplexOrder

namespace NewtonPolarIteration

noncomputable section

variable {n : Type*} [Fintype n] [DecidableEq n]
```

The overlap matrix of the columns of $X$ is $X^{\mathrm H}X$, where $\mathrm H$ is the conjugate transpose.

```lean
/-- The overlap matrix `Xᴴ X` of the columns of `X`. -/
def overlap (X : Matrix n n ℂ) : Matrix n n ℂ := Xᴴ * X
```

One step averages $X$ with the inverse of its conjugate transpose.

```lean
/-- One Newton step, the mean of `X` and `(Xᴴ)⁻¹`, meant for invertible `X`. -/
def newtonStep (X : Matrix n n ℂ) : Matrix n n ℂ := (1 / 2 : ℂ) • (X + (Xᴴ)⁻¹)
```

The iterate $X_k$ is `newtonPolar A k`, counted from $X_0=A$.

```lean
/-- The Newton polar iteration started from an invertible matrix `A`. -/
def newtonPolar (A : Matrix n n ℂ) : ℕ → Matrix n n ℂ
  | 0 => A
  | k + 1 => newtonStep (newtonPolar A k)
```

For a positive number $s$ the same rule reads $x_0=s$, $x_{k+1}=\tfrac12(x_k+1/x_k)$. It will describe a single singular value.

```lean
/-- The Newton iteration `x ↦ (x + 1/x)/2` for one singular value `s > 0`. -/
def newtonScalar (s : ℝ) : ℕ → ℝ
  | 0 => s
  | k + 1 => (1 / 2) * (newtonScalar s k + (newtonScalar s k)⁻¹)
```

Write $D(x)$ for the diagonal matrix with real entries $x_i$.

```lean
/-- The complex diagonal matrix with real entries `x`. -/
def realDiag (x : n → ℝ) : Matrix n n ℂ := diagonal fun i => (x i : ℂ)
```

Let $V$ be a unitary matrix whose columns are eigenvectors of $A^{\mathrm H}A$.

```lean
/-- The unitary matrix of eigenvectors of the overlap matrix of `A`. -/
def modes (A : Matrix n n ℂ) : Matrix n n ℂ :=
  ((isHermitian_conjTranspose_mul_self A).eigenvectorUnitary : Matrix n n ℂ)
```

The singular values $\sigma_i$ are the square roots of the corresponding eigenvalues.

```lean
/-- The singular values of `A`: square roots of the eigenvalues of its overlap matrix. -/
def singVal (A : Matrix n n ℂ) (i : n) : ℝ :=
  √((isHermitian_conjTranspose_mul_self A).eigenvalues i)
```

The inverse square root of the overlap matrix is then $R=V\,D(1/\sigma)\,V^{\mathrm H}$.

```lean
/-- The inverse square root `(Aᴴ A)^(-1/2)` of the overlap matrix, for invertible `A`. -/
def overlapInvSqrt (A : Matrix n n ℂ) : Matrix n n ℂ :=
  modes A * realDiag (fun i => (singVal A i)⁻¹) * (modes A)ᴴ
```

## Each step preserves invertibility

Let $X'$ be the successor of an invertible $X$. Multiplying by $2X^{\mathrm H}$ gives

$$2X^{\mathrm H}X'=1+X^{\mathrm H}X .$$

For $v\neq0$, $v^{\mathrm H}(1+X^{\mathrm H}X)v=\|v\|^2+\|Xv\|^2>0$, so the right-hand side is positive definite and has non-zero determinant. Hence $\det X'\neq0$. The identity is `key`, the positivity argument is `hp`, and the last lines factor the determinant.

```lean
/-- A Newton step keeps an invertible matrix invertible. -/
theorem isUnit_newtonStep {X : Matrix n n ℂ} (hX : IsUnit X) : IsUnit (newtonStep X) := by
  have hH : IsUnit (Xᴴ).det := by
    rw [det_conjTranspose]; exact ((isUnit_iff_isUnit_det X).1 hX).star
  have key : ((2 : ℂ) • Xᴴ) * newtonStep X = 1 + Xᴴ * X := by
    rw [newtonStep, Matrix.smul_mul, Matrix.mul_smul, Matrix.mul_add, mul_nonsing_inv _ hH]
    module
  -- `1 + Xᴴ X` is positive definite, hence invertible
  have hp : IsUnit (1 + Xᴴ * X) :=
    (PosDef.one.add_posSemidef (posSemidef_conjTranspose_mul_self X)).isUnit
  rw [← key, isUnit_iff_isUnit_det, det_mul] at hp
  exact (isUnit_iff_isUnit_det _).2 (isUnit_of_mul_isUnit_right hp)
```

## The overlap error is squared

Let $X$ again be invertible, with successor $X'$. With $Z=X^{\mathrm H}X$ and $X'^{\mathrm H}=\tfrac12(X^{\mathrm H}+X^{-1})$, expansion gives

$$X'^{\mathrm H}X'=\tfrac14\left(X^{\mathrm H}X+1+1+X^{-1}(X^{\mathrm H})^{-1}\right)=\tfrac14\left(Z+2+Z^{-1}\right).$$

Subtracting the identity leaves $\tfrac14(Z-2+Z^{-1})=\tfrac14(Z-1)^2Z^{-1}$. In the proof, `hL` is the expansion and `hR` rewrites the square; `module` collects the scalar coefficients.

```lean
/-- The deviation of the overlap matrix from the identity is squared by a Newton step,
up to the factor `Z⁻¹ / 4`. -/
theorem overlap_newtonStep {X : Matrix n n ℂ} (hX : IsUnit X) :
    overlap (newtonStep X) - 1 =
      (1 / 4 : ℂ) • ((overlap X - 1) ^ 2 * (overlap X)⁻¹) := by
  have hd := (isUnit_iff_isUnit_det X).1 hX
  have hH : IsUnit (Xᴴ).det := by rw [det_conjTranspose]; exact hd.star
  have hZ : IsUnit (overlap X).det := by rw [overlap, det_mul]; exact hH.mul hd
  have hs : star (1 / 2 : ℂ) = 1 / 2 := by simp
  have hY : ((Xᴴ)⁻¹)ᴴ = X⁻¹ := by
    rw [conjTranspose_nonsing_inv, conjTranspose_conjTranspose]
  have hL : overlap (newtonStep X) =
      (1 / 4 : ℂ) • (overlap X + 1 + 1 + (overlap X)⁻¹) := by
    simp only [overlap, newtonStep, conjTranspose_smul, conjTranspose_add, hs, hY,
      Matrix.smul_mul, Matrix.mul_smul, Matrix.add_mul, Matrix.mul_add,
      mul_nonsing_inv _ hH, nonsing_inv_mul _ hd, Matrix.mul_inv_rev]
    module
  have hR : ∀ Z Y : Matrix n n ℂ, Z * Y = 1 → (Z - 1) ^ 2 * Y = Z - 1 - 1 + Y := by
    intro Z Y h
    calc (Z - 1) ^ 2 * Y = Z * (Z * Y) - Z * Y - Z * Y + Y := by noncomm_ring
      _ = Z - 1 - 1 + Y := by rw [h, Matrix.mul_one]
  rw [hL, hR _ _ (mul_nonsing_inv _ hZ)]
  module
```

## The inverse square root from the spectral theorem

Real diagonal matrices obey $D(x)^{\mathrm H}=D(x)$, $D(x)D(y)=D(xy)$ with the entrywise product, and $D(1)=1$.

```lean
/-- Real diagonal matrices are Hermitian, multiply entrywise, and unit entries give the
identity. -/
theorem realDiag_algebra (x y : n → ℝ) :
    (realDiag x)ᴴ = realDiag x ∧ realDiag x * realDiag y = realDiag (fun i => x i * y i) ∧
      realDiag (fun _ : n => (1 : ℝ)) = 1 := by
  refine ⟨?_, ?_, by simp [realDiag]⟩
  · unfold realDiag
    rw [diagonal_conjTranspose]
    congr 1
    funext i
    exact Complex.conj_ofReal _
  · simp [realDiag, diagonal_mul_diagonal]
```

Since $A$ is invertible, $v^{\mathrm H}A^{\mathrm H}Av=\|Av\|^2>0$ for $v\ne0$. All eigenvalues of $A^{\mathrm H}A$ are therefore positive, so $\sigma_i>0$, and the spectral theorem gives $A^{\mathrm H}A=V\,D(\sigma^2)\,V^{\mathrm H}$.

```lean
/-- For invertible `A` the singular values are positive, the modes are unitary, and they
diagonalise the overlap matrix with the squared singular values. -/
theorem overlap_modes {A : Matrix n n ℂ} (hA : IsUnit A) :
    (∀ i, 0 < singVal A i) ∧ (modes A)ᴴ * modes A = 1 ∧ modes A * (modes A)ᴴ = 1 ∧
      overlap A = modes A * realDiag (fun i => singVal A i ^ 2) * (modes A)ᴴ := by
  have hp := PosDef.conjTranspose_mul_self A (mulVec_injective_of_isUnit hA)
  have he : ∀ i, 0 < (isHermitian_conjTranspose_mul_self A).eigenvalues i :=
    fun i => hp.eigenvalues_pos i
  refine ⟨fun i => Real.sqrt_pos.2 (he i),
    mem_unitaryGroup_iff'.1 (isHermitian_conjTranspose_mul_self A).eigenvectorUnitary.2,
    mem_unitaryGroup_iff.1 (isHermitian_conjTranspose_mul_self A).eigenvectorUnitary.2, ?_⟩
  have hs := (isHermitian_conjTranspose_mul_self A).spectral_theorem
  rw [Unitary.conjStarAlgAut_apply] at hs
  have hd : realDiag (fun i => singVal A i ^ 2) =
      diagonal (RCLike.ofReal ∘ (isHermitian_conjTranspose_mul_self A).eigenvalues) := by
    unfold realDiag
    congr 1
    funext i
    exact congrArg Complex.ofReal (Real.sq_sqrt (he i).le)
  rw [hd]
  exact hs
```

The matrix $R$ is positive semidefinite because $v^{\mathrm H}Rv=\sum_i|(V^{\mathrm H}v)_i|^2/\sigma_i\ge0$. Its square is $V\,D(\sigma^{-2})\,V^{\mathrm H}$, and

$$(A^{\mathrm H}A)R^2=V\,D(\sigma^2\sigma^{-2})\,V^{\mathrm H}=VV^{\mathrm H}=1 .$$

These two properties justify the notation $R=(A^{\mathrm H}A)^{-1/2}$, as a positive semidefinite matrix has only one positive semidefinite square root. The helper `hm` multiplies two matrices of the form $V\,D(x)\,V^{\mathrm H}$.

```lean
/-- The matrix `overlapInvSqrt A` is positive semidefinite and its square is the inverse
overlap matrix. -/
theorem overlapInvSqrt_spec {A : Matrix n n ℂ} (hA : IsUnit A) :
    (overlapInvSqrt A).PosSemidef ∧
      overlapInvSqrt A * overlapInvSqrt A = (overlap A)⁻¹ := by
  obtain ⟨hσ, hV, hV', hS⟩ := overlap_modes hA
  constructor
  · have hd : (realDiag fun i => (singVal A i)⁻¹).PosSemidef :=
      PosSemidef.diagonal (fun i => Complex.zero_le_real.2 (inv_nonneg.2 (hσ i).le))
    exact hd.mul_mul_conjTranspose_same (modes A)
  · have hm : ∀ x y : n → ℝ, modes A * realDiag x * (modes A)ᴴ *
        (modes A * realDiag y * (modes A)ᴴ) =
        modes A * realDiag (fun i => x i * y i) * (modes A)ᴴ := by
      intro x y
      calc _ = modes A * realDiag x * ((modes A)ᴴ * modes A) * realDiag y * (modes A)ᴴ := by
            simp only [Matrix.mul_assoc]
        _ = _ := by
            rw [hV, Matrix.mul_one, Matrix.mul_assoc (modes A), (realDiag_algebra x y).2.1]
    have hone : (fun i => singVal A i ^ 2 * ((singVal A i)⁻¹ * (singVal A i)⁻¹)) =
        fun _ => (1 : ℝ) := by
      funext i
      have := (hσ i).ne'
      field_simp
    symm
    apply inv_eq_right_inv
    rw [hS, overlapInvSqrt, hm, hm, hone, (realDiag_algebra 0 0).2.2, Matrix.mul_one, hV']
```

The candidate limit has overlap $(AR)^{\mathrm H}(AR)=R\,Z_0\,R$. From $R^2Z_0=1$ we read off that $RZ_0$ is a right inverse of $R$. For square matrices it is also a left inverse, so $RZ_0R=1$. That exchange is `mul_eq_one_comm`.

```lean
/-- The columns of `A (Aᴴ A)^(-1/2)` are orthonormal. -/
theorem overlap_polarFactor {A : Matrix n n ℂ} (hA : IsUnit A) :
    overlap (A * overlapInvSqrt A) = 1 := by
  obtain ⟨hp, hSS⟩ := overlapInvSqrt_spec hA
  have hd := (isUnit_iff_isUnit_det A).1 hA
  have hZ : IsUnit (overlap A).det := by
    rw [overlap, det_mul, det_conjTranspose]; exact hd.star.mul hd
  have h : overlapInvSqrt A * (overlapInvSqrt A * overlap A) = 1 := by
    rw [← Matrix.mul_assoc, hSS, nonsing_inv_mul _ hZ]
  have h' := mul_eq_one_comm.1 h
  rw [overlap, conjTranspose_mul, hp.isHermitian.eq]
  simpa only [overlap, Matrix.mul_assoc] using h'
```

## A single singular value tends to one

Positivity of $x_k$ follows by induction. Moreover

$$x_{k+1}-1=\frac{(x_k-1)^2}{2x_k}\ge0,$$

so every value after the start is at least 1. From then on $1/x_{k+1}\le1$, and therefore

$$x_{k+2}-1=\tfrac12(x_{k+1}-1)+\tfrac12\left(\frac1{x_{k+1}}-1\right)\le\tfrac12(x_{k+1}-1).$$

By induction $0\le x_{k+1}-1\le(x_1-1)/2^k$, which forces $x_k\to1$. The two bounds are `hge` and `hle`, and `squeeze_zero` combines them.

```lean
/-- The scalar Newton iteration from `s > 0` stays positive and converges to one. -/
theorem newtonScalar_tendsto {s : ℝ} (hs : 0 < s) :
    (∀ k, 0 < newtonScalar s k) ∧ Tendsto (newtonScalar s) atTop (𝓝 1) := by
  have hpos : ∀ k, 0 < newtonScalar s k := by
    intro k
    induction k with
    | zero => exact hs
    | succ k ih =>
      have := inv_pos.2 ih
      simp only [newtonScalar]
      linarith
  have hge : ∀ k, 0 ≤ newtonScalar s (k + 1) - 1 := by
    intro k
    have hx := hpos k
    have h : newtonScalar s (k + 1) - 1 =
        (newtonScalar s k - 1) ^ 2 / (2 * newtonScalar s k) := by
      simp only [newtonScalar]
      field_simp
      ring
    rw [h]
    positivity
  -- after the first step, every further step at least halves the error
  have hle : ∀ k, newtonScalar s (k + 1) - 1 ≤ (newtonScalar s 1 - 1) * (1 / 2) ^ k := by
    intro k
    induction k with
    | zero => simp
    | succ k ih =>
      have h1 : (newtonScalar s (k + 1))⁻¹ ≤ 1 :=
        inv_le_one_of_one_le₀ (by linarith [hge k])
      have h2 : newtonScalar s (k + 1 + 1) =
        (1 / 2) * (newtonScalar s (k + 1) + (newtonScalar s (k + 1))⁻¹) := rfl
      rw [h2, pow_succ]
      linarith
  refine ⟨hpos, (tendsto_add_atTop_iff_nat 1).1 ?_⟩
  have hg : Tendsto (fun k : ℕ => (newtonScalar s 1 - 1) * (1 / 2 : ℝ) ^ k) atTop (𝓝 0) := by
    simpa using (tendsto_pow_atTop_nhds_zero_of_lt_one (by norm_num : (0 : ℝ) ≤ 1 / 2)
      (by norm_num)).const_mul (newtonScalar s 1 - 1)
  simpa using (squeeze_zero hge hle hg).add_const 1
```

## The matrix iteration moves only the singular values

Suppose $X=W\,D(x)\,V^{\mathrm H}$ with $W$ and $V$ unitary and all $x_i>0$. Then $X^{\mathrm H}=V\,D(x)\,W^{\mathrm H}$, whose inverse is $W\,D(1/x)\,V^{\mathrm H}$, and

$$\tfrac12\left(X+(X^{\mathrm H})^{-1}\right)=W\,D\!\left(\tfrac12(x+1/x)\right)V^{\mathrm H}.$$

Induction on $k$ gives the theorem, which holds for any such factors; here `hinv` is the inverse and `hnext` the average.

```lean
/-- In a singular value decomposition, the Newton polar iteration changes only the singular
values, each by the scalar iteration. -/
theorem newtonPolar_svd (W V : Matrix n n ℂ) (σ : n → ℝ) (hW : Wᴴ * W = 1)
    (hV : V * Vᴴ = 1) (hσ : ∀ i, 0 < σ i) (k : ℕ) :
    newtonPolar (W * realDiag σ * Vᴴ) k =
      W * realDiag (fun i => newtonScalar (σ i) k) * Vᴴ := by
  induction k with
  | zero => rfl
  | succ k ih =>
    let x : n → ℝ := fun i => newtonScalar (σ i) k
    let y : n → ℝ := fun i => (x i)⁻¹
    have hxy : realDiag x * realDiag y = 1 := by
      rw [(realDiag_algebra x y).2.1, ← (realDiag_algebra x y).2.2]
      congr 1
      funext i
      exact mul_inv_cancel₀ ((newtonScalar_tendsto (hσ i)).1 k).ne'
    have hinv : ((W * realDiag x * Vᴴ)ᴴ)⁻¹ = W * realDiag y * Vᴴ := by
      apply inv_eq_right_inv
      rw [conjTranspose_mul, conjTranspose_mul, conjTranspose_conjTranspose,
        (realDiag_algebra x y).1]
      calc _ = V * (realDiag x * (Wᴴ * W) * realDiag y) * Vᴴ := by
            simp only [Matrix.mul_assoc]
        _ = 1 := by rw [hW, Matrix.mul_one, hxy, Matrix.mul_one, hV]
    have hnext : realDiag (fun i => newtonScalar (σ i) (k + 1)) =
        (1 / 2 : ℂ) • (realDiag x + realDiag y) := by
      unfold realDiag
      rw [diagonal_add, ← diagonal_smul]
      congr 1
      funext i
      simp only [newtonScalar, Pi.smul_apply, smul_eq_mul, x, y]
      push_cast
      ring
    change newtonStep (newtonPolar (W * realDiag σ * Vᴴ) k) = _
    rw [ih, hnext]
    change (1 / 2 : ℂ) • (W * realDiag x * Vᴴ + ((W * realDiag x * Vᴴ)ᴴ)⁻¹) = _
    rw [hinv, Matrix.mul_smul, Matrix.smul_mul, Matrix.mul_add, Matrix.add_mul]
```

## Convergence to the polar factor

Put $W=ARV$. It is unitary, since $W^{\mathrm H}W=V^{\mathrm H}(AR)^{\mathrm H}(AR)V=1$, and

$$W\,D(\sigma)\,V^{\mathrm H}=A\,V\,D(1/\sigma)\,V^{\mathrm H}V\,D(\sigma)\,V^{\mathrm H}=A .$$

This is a singular value decomposition of $A$, so $X_k=W\,D(x^{(k)})\,V^{\mathrm H}$, where $x^{(k)}_i$ is the scalar iterate started from $\sigma_i$. Each entry tends to 1, and matrix multiplication is continuous, hence

$$X_k\to WV^{\mathrm H}=ARVV^{\mathrm H}=AR .$$

The final theorem assumes only `IsUnit A`, that is, invertibility. Its three parts are the invertibility, the recursion and the limit stated at the start; that the limit has orthonormal columns is `overlap_polarFactor`. Here `Tendsto` means convergence of every matrix entry. The theorem states no rate for the convergence of $X_k$. In the proof, `hsvd` and `hW` establish the decomposition, `hk` the form of $X_k$, and `hc` the continuity.

```lean
/-- For invertible `A`, all Newton iterates are invertible, their overlap matrices obey the
quadratic error recursion, and the iterates converge to `A (Aᴴ A)^(-1/2)`. -/
theorem newtonPolar_converges {A : Matrix n n ℂ} (hA : IsUnit A) :
    (∀ k, IsUnit (newtonPolar A k)) ∧
    (∀ k, overlap (newtonPolar A (k + 1)) - 1 = (1 / 4 : ℂ) •
      ((overlap (newtonPolar A k) - 1) ^ 2 * (overlap (newtonPolar A k))⁻¹)) ∧
    Tendsto (newtonPolar A) atTop (𝓝 (A * overlapInvSqrt A)) := by
  have hu : ∀ k, IsUnit (newtonPolar A k) := by
    intro k
    induction k with
    | zero => exact hA
    | succ k ih => exact isUnit_newtonStep ih
  refine ⟨hu, fun k => overlap_newtonStep (hu k), ?_⟩
  obtain ⟨hσ, hV, hV', -⟩ := overlap_modes hA
  have h1 := (realDiag_algebra (0 : n → ℝ) 0).2.2
  have hone : (fun i => (singVal A i)⁻¹ * singVal A i) = fun _ => (1 : ℝ) :=
    funext fun i => inv_mul_cancel₀ (hσ i).ne'
  -- singular value decomposition of the starting matrix
  have hsvd : A * overlapInvSqrt A * modes A * realDiag (singVal A) * (modes A)ᴴ = A := by
    calc _ = A * (modes A * (realDiag (fun i => (singVal A i)⁻¹) *
          ((modes A)ᴴ * modes A) * realDiag (singVal A)) * (modes A)ᴴ) := by
          simp only [overlapInvSqrt, Matrix.mul_assoc]
      _ = A := by
          rw [hV, Matrix.mul_one, (realDiag_algebra _ _).2.1, hone, h1, Matrix.mul_one,
            hV', Matrix.mul_one]
  have hW : (A * overlapInvSqrt A * modes A)ᴴ * (A * overlapInvSqrt A * modes A) = 1 := by
    have hU := overlap_polarFactor hA
    rw [overlap] at hU
    rw [conjTranspose_mul (A * overlapInvSqrt A) (modes A)]
    calc _ = (modes A)ᴴ * ((A * overlapInvSqrt A)ᴴ * (A * overlapInvSqrt A)) * modes A := by
          simp only [Matrix.mul_assoc]
      _ = 1 := by rw [hU, Matrix.mul_one, hV]
  have hk : ∀ k, newtonPolar A k = A * overlapInvSqrt A * modes A *
      realDiag (fun i => newtonScalar (singVal A i) k) * (modes A)ᴴ := by
    intro k
    have h := newtonPolar_svd _ (modes A) (singVal A) hW hV' hσ k
    rw [hsvd] at h
    exact h
  -- the scalar limits carry over by continuity
  have hc : Continuous fun x : n → ℝ =>
      A * overlapInvSqrt A * modes A * realDiag x * (modes A)ᴴ :=
    (continuous_const.matrix_mul (Continuous.matrix_diagonal (continuous_pi fun i =>
      Complex.continuous_ofReal.comp (continuous_apply i)))).matrix_mul continuous_const
  have ht : Tendsto (fun k i => newtonScalar (singVal A i) k) atTop
      (𝓝 (fun _ : n => (1 : ℝ))) :=
    tendsto_pi_nhds.2 fun i => (newtonScalar_tendsto (hσ i)).2
  have h : Tendsto (fun k => A * overlapInvSqrt A * modes A *
      realDiag (fun i => newtonScalar (singVal A i) k) * (modes A)ᴴ) atTop
      (𝓝 (A * overlapInvSqrt A * modes A * realDiag (fun _ => 1) * (modes A)ᴴ)) :=
    (hc.tendsto _).comp ht
  rw [h1, Matrix.mul_one, Matrix.mul_assoc _ (modes A), hV', Matrix.mul_one] at h
  exact h.congr fun k => (hk k).symm

end

end NewtonPolarIteration
```

```lean
#print axioms NewtonPolarIteration.newtonPolar_converges
-- 'NewtonPolarIteration.newtonPolar_converges' depends on axioms: [propext, Classical.choice, Quot.sound]
```

## A two-by-two run and a singular start

Take

$$A=\begin{pmatrix}0&2\\1&0\end{pmatrix},\qquad Z_0=\begin{pmatrix}1&0\\0&4\end{pmatrix},\qquad AZ_0^{-1/2}=\begin{pmatrix}0&1\\1&0\end{pmatrix}.$$

Two steps give

$$X_1=\begin{pmatrix}0&5/4\\1&0\end{pmatrix},\qquad X_2=\begin{pmatrix}0&41/40\\1&0\end{pmatrix}.$$

The lower right entry of $Z_k-1$ runs through $3$, $9/16$, $81/1600$. The recursion agrees: $\tfrac14\cdot3^2/4=9/16$, and $\tfrac14\,(9/16)^2/(25/16)=81/1600$.

For the singular matrix $A=\mathrm{diag}(1,0)$, whose columns are linearly dependent, $(A^{\mathrm H})^{-1}$ does not exist and the first step is undefined. Lean assigns the value 0 to such an inverse, so there the iterates are $A/2^k$ and tend to 0, whereas `A * overlapInvSqrt A` equals $\mathrm{diag}(1,0)$: the convergence claim fails.
